# Inverse-cube Rydberg strengths give the finite oscillator density \(C/(2R)\) at threshold

A series of discrete absorption lines can be given an oscillator density by assigning each line an energy interval. Here line \(n\), with strength \(f_n\) and level energy \(E_n\), receives the interval up to the next level, so its density is \(f_n/(E_{n+1}-E_n)\). In core-level absorption the limit of this density at an edge can be compared with the oscillator density of the continuum just above it, within the model of a single unperturbed Rydberg series with a constant quantum defect \(d\). In this model the levels are \(E_n=-R/(n-d)^2\) with \(R>0\), and inverse-cube strengths are \(f_n=C/(n-d)^3\).

```lean
import Mathlib

open Filter Topology

namespace RydbergThresholdDensity

noncomputable section
```

The file loads the mathematical library Mathlib and makes its notation for limits available.

## Levels, intervals and strengths

```lean
/-- Energy of the Rydberg level `n` with quantum defect `d`, measured from the
ionisation threshold. -/
def level (R d : ℝ) (n : ℕ) : ℝ := -R / ((n : ℝ) - d) ^ 2
```

This defines

\[
E_n=-\frac{R}{(n-d)^2}.
\]

The types say that \(R\) and \(d\) are real and \(n\) is a natural number; `(n : ℝ)` treats \(n\) as a real number. Energies are measured from the ionisation threshold. The constant \(R\) is the Rydberg energy for the charge of the ion core, and the quantum defect \(d\) stands for the short-range effect of that core. Lean sets division by zero to zero, so the finite-\(n\) theorems below assume \(n-d>0\), or conditions that imply it.

```lean
/-- Energy interval between the Rydberg levels `n` and `n + 1`. -/
def spacing (R d : ℝ) (n : ℕ) : ℝ := level R d (n + 1) - level R d n
```

The spacing is \(E_{n+1}-E_n\). The position of the edge cancels in it.

```lean
/-- Oscillator strength following the inverse-cube law in the effective quantum number. -/
def strength (C d : ℝ) (n : ℕ) : ℝ := C / ((n : ℝ) - d) ^ 3
```

The strength is \(f_n=C/(n-d)^3\). This law is postulated; it reflects how the weight of a normalised Rydberg orbital near the core falls with \(n\), while \(C\) collects the remaining transition factors, which become nearly constant only for large \(n\) and are here treated as exactly constant.

```lean
/-- Oscillator strength of line `n` per unit energy, for any sequence `f` of strengths. -/
def density (R d : ℝ) (f : ℕ → ℝ) (n : ℕ) : ℝ := f n / spacing R d n
```

Here `f : ℕ → ℝ` is any sequence of strengths, not only the inverse-cube one.

## The spacing near threshold

```lean
/-- The effective quantum number `n - d` is positive for all sufficiently large `n`. -/
theorem eventually_effective_pos (d : ℝ) : ∀ᶠ n : ℕ in atTop, 0 < (n : ℝ) - d :=
  (tendsto_natCast_atTop_atTop.eventually_gt_atTop d).mono fun _ h => sub_pos.mpr h
```

The symbol `∀ᶠ n in atTop` means "for all sufficiently large \(n\)". Whatever \(d\) is, \(n\) eventually exceeds it. The limits therefore need no bound on \(d\).

```lean
/-- The spacing of neighbouring levels as a single fraction in the effective quantum number. -/
theorem spacing_eq {R d : ℝ} {n : ℕ} (hx : 0 < (n : ℝ) - d) :
    spacing R d n = R * (2 * ((n : ℝ) - d) + 1) /
      (((n : ℝ) - d) ^ 2 * ((n : ℝ) - d + 1) ^ 2) := by
  unfold spacing level
  push_cast
  rw [show (n : ℝ) + 1 - d = ((n : ℝ) - d) + 1 by ring]
  generalize (n : ℝ) - d = x at hx ⊢
  have h0 : x ≠ 0 := hx.ne'
  have h1 : x + 1 ≠ 0 := by positivity
  field_simp
  ring
```

Write \(x=n-d>0\). Then

\[
E_{n+1}-E_n=\frac{R}{x^2}-\frac{R}{(x+1)^2}
=\frac{R\,[(x+1)^2-x^2]}{x^2(x+1)^2}
=\frac{R(2x+1)}{x^2(x+1)^2}.
\]

In the proof, `generalize` introduces the letter \(x\), `field_simp` clears the denominators, and `ring` checks the polynomial identity that remains.

```lean
/-- Rydberg levels rise with `n` wherever the effective quantum number is positive. -/
theorem spacing_pos {R d : ℝ} {n : ℕ} (hR : 0 < R) (hx : 0 < (n : ℝ) - d) :
    0 < spacing R d n := by
  rw [spacing_eq hx]
  generalize (n : ℝ) - d = x at hx ⊢
  positivity
```

With \(R>0\) and \(x>0\), every factor in that fraction is positive. The tactic `positivity` carries out this check.

```lean
/-- The level spacing, multiplied by the cube of the effective quantum number,
tends to `2R`. -/
theorem tendsto_cube_mul_spacing (R d : ℝ) :
    Tendsto (fun n : ℕ => ((n : ℝ) - d) ^ 3 * spacing R d n) atTop (𝓝 (2 * R)) := by
  have h : Tendsto (fun n : ℕ => (n : ℝ) + (1 - d)) atTop atTop :=
    tendsto_atTop_add_const_right _ _ tendsto_natCast_atTop_atTop
  have hu : Tendsto (fun n : ℕ => ((n : ℝ) + (1 - d))⁻¹) atTop (𝓝 0) :=
    tendsto_inv_atTop_zero.comp h
  -- the scaled spacing is a polynomial in the small quantity 1 / (n + 1 - d)
  have hc : Continuous (fun u : ℝ => R * (2 - 3 * u + u ^ 2)) := by fun_prop
  have hl := hc.tendsto' 0 (2 * R) (by
    show R * (2 - 3 * (0 : ℝ) + 0 ^ 2) = 2 * R
    ring)
  refine (hl.comp hu).congr' ?_
  filter_upwards [eventually_effective_pos d] with n hx
  rw [spacing_eq hx]
  simp only [Function.comp_apply]
  rw [show (n : ℝ) + (1 - d) = ((n : ℝ) - d) + 1 by ring]
  generalize (n : ℝ) - d = x at hx ⊢
  have h0 : x ≠ 0 := hx.ne'
  have h1 : x + 1 ≠ 0 := by positivity
  field_simp
  ring
```

`Tendsto g atTop (𝓝 a)` reads "\(g(n)\to a\) as \(n\to\infty\)". By hand, put \(u=1/(x+1)\), so that \(x/(x+1)=1-u\) and \((2x+1)/(x+1)=2-u\). Then

\[
x^3(E_{n+1}-E_n)=R\,\frac{x(2x+1)}{(x+1)^2}
=R(1-u)(2-u)=R(2-3u+u^2)\to 2R,
\]

because \(u\to0\). The proof takes the limit of the polynomial by continuity (`hc`, `hl`). Then `congr'` transfers it to the scaled spacing, which agrees with the polynomial for all large \(n\).

## The threshold limit

```lean
/-- For any sequence of oscillator strengths, the strength per unit energy tends to `C / (2R)`
at threshold exactly when the strengths times `(n - d)³` tend to `C`. -/
theorem density_tendsto_iff {R : ℝ} (hR : 0 < R) (d C : ℝ) (f : ℕ → ℝ) :
    Tendsto (density R d f) atTop (𝓝 (C / (2 * R))) ↔
      Tendsto (fun n : ℕ => ((n : ℝ) - d) ^ 3 * f n) atTop (𝓝 C) := by
  have h2R : 2 * R ≠ 0 := by positivity
  constructor
  · intro h
    -- multiply the density by the scaled spacing
    have hm := h.mul (tendsto_cube_mul_spacing R d)
    rw [div_mul_cancel₀ C h2R] at hm
    refine hm.congr' ?_
    filter_upwards [eventually_effective_pos d] with n hx
    have hs : spacing R d n ≠ 0 := (spacing_pos hR hx).ne'
    show f n / spacing R d n * (((n : ℝ) - d) ^ 3 * spacing R d n) = ((n : ℝ) - d) ^ 3 * f n
    field_simp
  · intro h
    -- divide the scaled strength by the scaled spacing
    refine (h.div (tendsto_cube_mul_spacing R d) h2R).congr' ?_
    filter_upwards [eventually_effective_pos d] with n hx
    show ((n : ℝ) - d) ^ 3 * f n / (((n : ℝ) - d) ^ 3 * spacing R d n) = f n / spacing R d n
    exact mul_div_mul_left _ _ (pow_pos hx 3).ne'
```

For \(R>0\) and any strengths \(f_n\), the theorem states

\[
\frac{f_n}{E_{n+1}-E_n}\to\frac{C}{2R}
\quad\Longleftrightarrow\quad
(n-d)^3f_n\to C.
\]

From left to right, multiply the density by the scaled spacing:

\[
\frac{f_n}{E_{n+1}-E_n}\;x^3(E_{n+1}-E_n)=x^3f_n\to\frac{C}{2R}\,2R=C.
\]

From right to left, divide:

\[
\frac{x^3f_n}{x^3(E_{n+1}-E_n)}=\frac{f_n}{E_{n+1}-E_n}\to\frac{C}{2R}.
\]

The two bullets of the proof are these two steps, using `h.mul` and `h.div`. Strengths that follow the cube law only asymptotically thus have the same threshold density.

```lean
/-- For strengths `C / (n - d)³`, the oscillator strength per unit energy tends to the finite
value `C / (2R)` at the ionisation threshold. -/
theorem threshold_density {R : ℝ} (hR : 0 < R) (d C : ℝ) :
    Tendsto (density R d (strength C d)) atTop (𝓝 (C / (2 * R))) := by
  rw [density_tendsto_iff hR]
  refine (tendsto_const_nhds (x := C)).congr' ?_
  filter_upwards [eventually_effective_pos d] with n hx
  unfold strength
  exact (mul_div_cancel₀ C (pow_pos hx 3).ne').symm.trans (by ring)
```

For \(f_n=C/x^3\), the product \(x^3f_n\) equals \(C\) for all large \(n\), so the equivalence gives the limit \(C/(2R)\) at once. The limit is taken through the bound levels, from below threshold; the continuum itself is not modelled.

## Estimates from a finite line

```lean
/-- The density at finite `n` equals the threshold value times an explicit correction factor. -/
theorem density_eq {R d : ℝ} {n : ℕ} (hR : 0 < R) (C : ℝ) (hx : 0 < (n : ℝ) - d) :
    density R d (strength C d) n = C / (2 * R) *
      (1 + (3 * ((n : ℝ) - d) + 2) / (((n : ℝ) - d) * (2 * ((n : ℝ) - d) + 1))) := by
  unfold density strength
  rw [spacing_eq hx]
  generalize (n : ℝ) - d = x at hx ⊢
  have h0 : x ≠ 0 := hx.ne'
  have h1 : x + 1 ≠ 0 := by positivity
  have h2 : 2 * x + 1 ≠ 0 := by positivity
  have h3 : R ≠ 0 := hR.ne'
  field_simp
  ring
```

For the inverse-cube strengths, with \(R>0\) and \(x=n-d>0\), dividing the strength by the spacing gives

\[
\frac{f_n}{E_{n+1}-E_n}
=\frac{C}{2R}\,\frac{2(x+1)^2}{x(2x+1)}
=\frac{C}{2R}\left(1+\frac{3x+2}{x(2x+1)}\right),
\]

since \(2(x+1)^2=x(2x+1)+(3x+2)\). For large \(x\) the relative error falls as \(3/(2x)\).

```lean
/-- The density of line `n + 1` formed with the mean of its two adjacent spacings equals the
threshold value times `(1 - 1/(n + 1 - d)²)²`. -/
theorem centred_density_eq {R d : ℝ} {n : ℕ} (hR : 0 < R) (C : ℝ) (hx : 0 < (n : ℝ) - d) :
    strength C d (n + 1) / ((level R d (n + 2) - level R d n) / 2) =
      C / (2 * R) * (1 - 1 / ((n : ℝ) - d + 1) ^ 2) ^ 2 := by
  unfold strength level
  push_cast
  rw [show (n : ℝ) + 1 - d = ((n : ℝ) - d) + 1 by ring,
    show (n : ℝ) + 2 - d = ((n : ℝ) - d) + 2 by ring]
  generalize (n : ℝ) - d = y at hx ⊢
  have h0 : y ≠ 0 := hx.ne'
  have h1 : y + 1 ≠ 0 := by positivity
  have h2 : y + 2 ≠ 0 := by positivity
  have h3 : R ≠ 0 := hR.ne'
  have hgap : -R / (y + 2) ^ 2 - -R / y ^ 2 =
      4 * R * (y + 1) / (y ^ 2 * (y + 2) ^ 2) := by
    field_simp
    ring
  rw [hgap]
  field_simp
  ring
```

This theorem assigns line \(n+1\) the mean of its two adjacent spacings. With \(y=n-d>0\), the line has effective quantum number \(y+1\), and

\[
E_{n+2}-E_n=\frac{R\,[(y+2)^2-y^2]}{y^2(y+2)^2}=\frac{4R(y+1)}{y^2(y+2)^2}.
\]

Dividing \(C/(y+1)^3\) by half of this, and using \(y(y+2)=(y+1)^2-1\), gives

\[
\frac{f_{n+1}}{(E_{n+2}-E_n)/2}
=\frac{C}{2R}\,\frac{y^2(y+2)^2}{(y+1)^4}
=\frac{C}{2R}\left(1-\frac{1}{(y+1)^2}\right)^2.
\]

The proof establishes the energy difference as `hgap` and leaves the remaining algebra to `field_simp` and `ring`. For large \(y\) the relative error now falls as \(2/(y+1)^2\).

```lean
/-- For positive inverse-cube strengths, a quantum defect below one and any line `n + 1` with `n ≥
1`, the threshold density `C / (2R)` lies strictly between the estimate from the mean adjacent
spacing and the estimate from the spacing to the next higher level. -/
theorem threshold_density_bracket {R C d : ℝ} {n : ℕ} (hR : 0 < R) (hC : 0 < C)
    (hd : d < 1) (hn : 1 ≤ n) :
    strength C d (n + 1) / ((level R d (n + 2) - level R d n) / 2) < C / (2 * R) ∧
      C / (2 * R) < density R d (strength C d) (n + 1) := by
  have hn' : (1 : ℝ) ≤ n := by exact_mod_cast hn
  have hx : 0 < (n : ℝ) - d := by linarith
  have hx1 : 0 < ((n + 1 : ℕ) : ℝ) - d := by
    push_cast
    linarith
  have hD : 0 < C / (2 * R) := by positivity
  constructor
  · rw [centred_density_eq hR C hx]
    generalize (n : ℝ) - d = y at hx ⊢
    have hq : 0 < 1 / (y + 1) ^ 2 := by positivity
    have hq1 : 1 / (y + 1) ^ 2 < 1 := by
      rw [div_lt_one (by positivity)]
      nlinarith
    exact mul_lt_of_lt_one_right hD (by nlinarith)
  · rw [density_eq hR C hx1]
    generalize ((n + 1 : ℕ) : ℝ) - d = x at hx1 ⊢
    have hq : 0 < (3 * x + 2) / (x * (2 * x + 1)) := by positivity
    exact lt_mul_of_one_lt_right hD (by linarith)

end

end RydbergThresholdDensity
```

Let \(R>0\), \(C>0\), \(d<1\) and \(n\ge1\). Then \(y=n-d>0\), so \(0<1/(y+1)^2<1\) and the centred factor is below one. The forward correction for line \(n+1\) is positive, so its factor exceeds one. Hence

\[
\frac{f_{n+1}}{(E_{n+2}-E_n)/2}<\frac{C}{2R}<\frac{f_{n+1}}{E_{n+2}-E_{n+1}}.
\]

The symbol `∧` joins the two inequalities, and the two bullets prove them in that order. Quantum defects of one or more are covered by renumbering: only \(n-d\) enters the formulas, so for \(n>d\) one can lower \(n\) and \(d\) by the whole-number part of \(d\), after which \(d<1\) and \(n\ge1\). Under these hypotheses, and for lines that obey the model exactly, three consecutive levels and the strength of the middle line enclose the threshold density. The lower bound relies on the exact cube law: its relative margin is only about \(2/(y+1)^2\), so a deviation of the strengths of that relative order can remove it.

As an illustration, with the levels of hydrogen in hartree and model strengths with an arbitrarily chosen constant, which are not the strengths of hydrogen, take \(R=\tfrac12\), \(C=1\), \(d=0\) and \(n=1\), so that \(C/(2R)=1\). The levels are \(E_1=-\tfrac12\), \(E_2=-\tfrac18\) and \(E_3=-\tfrac1{18}\), and the middle line has \(f_2=\tfrac18\). The two estimates are

\[
\frac{1/8}{(4/9)/2}=\frac{9}{16}\approx0.56,
\qquad
\frac{1/8}{5/72}=\frac95=1.8.
\]

For line 10 the same formulas give \(0.9801\) and about \(1.152\).

```lean
#print axioms RydbergThresholdDensity.threshold_density
-- 'RydbergThresholdDensity.threshold_density' depends on axioms: [propext, Classical.choice, Quot.sound]
#print axioms RydbergThresholdDensity.threshold_density_bracket
-- 'RydbergThresholdDensity.threshold_density_bracket' depends on axioms: [propext, Classical.choice, Quot.sound]
```
